# Bounds on a screened self-interaction from retained dielectric modes and limits on the remaining eigenvalues

Place a charge distribution \(\rho\) in an inhomogeneous material, such as a metal slab next to vacuum. The electrons respond, and the Coulomb interaction of \(\rho\) with itself is screened. With \(v\) the Coulomb kernel and \(w=v^{1/2}\rho\), the screened self-interaction is \(\langle w,\varepsilon^{-1}w\rangle\), where \(\varepsilon\) is the symmetrised static dielectric operator. If \(\varepsilon\) has orthonormal eigenmodes \(u_m\) with eigenvalues \(d_m\), this number is

\[
\sum_m \frac{|\langle u_m,w\rangle|^2}{d_m}.
\]

Suppose that only the modes in a set \(S\) have been computed, and that all other eigenvalues are known to lie between \(p>0\) and \(q\). The sum can then be bracketed without computing any further mode. The model of the response used here is finite, linear and Hermitian. Within it, the bracket limits how much the modes outside \(S\) contribute to this one number. Approximate inverse dielectric operators also serve as preconditioners for self-consistent field iterations, but the bracket does not measure the quality of such a preconditioner.

## The space, the operator and the weights

```lean
import Mathlib

open scoped InnerProductSpace

namespace TruncatedDielectricInverse

noncomputable section

variable {ι E : Type*} [Fintype ι] [NormedAddCommGroup E] [InnerProductSpace ℂ E]
```

The first line loads the mathematical library Mathlib. The `variable` line fixes the setting: `E` is a complex inner product space and `ι` is a finite set of mode labels. The space \(\mathbb{C}^n\) with its usual inner product is one instance. Because the labels are finite in number, a continuum problem enters only after discretisation in a finite basis.

```lean
/-- The action on `x` of the operator with eigenmodes `u m` and real eigenvalues `d m`. -/
def spectralOp (u : OrthonormalBasis ι ℂ E) (d : ι → ℝ) (x : E) : E :=
  ∑ m, ((d m : ℂ) * ⟪u m, x⟫_ℂ) • u m
```

This defines the operator through its modes:

\[
\varepsilon x=\sum_m d_m\,\langle u_m,x\rangle\,u_m .
\]

The type `OrthonormalBasis ι ℂ E` says that the \(u_m\) are orthonormal and span the space. The function `d : ι → ℝ` assigns a real eigenvalue to each label, which makes the operator Hermitian. The inner product `⟪u m, x⟫_ℂ` is linear in its second argument and conjugate-linear in its first, as in Dirac notation. The eigenvalues are given data here; they are not derived from a microscopic response function.

```lean
/-- The weight of mode `m` in the vector `w`. -/
def weight (u : OrthonormalBasis ι ℂ E) (w : E) (m : ι) : ℝ := ‖⟪u m, w⟫_ℂ‖ ^ 2
```

The weight of mode \(m\) in \(w\) is \(|\langle u_m,w\rangle|^2\). The vector \(w\) need not be normalised; for a unit vector the weights add up to one. Since \(w\) comes from a charge distribution and is not a quantum state, they are not measurement probabilities.

```lean
/-- The squared norm of `w` minus the weights of the retained modes `S`. -/
def residualWeight (u : OrthonormalBasis ι ℂ E) (w : E) (S : Finset ι) : ℝ :=
  ‖w‖ ^ 2 - ∑ m ∈ S, weight u w m
```

The residual weight is

\[
R=\|w\|^2-\sum_{m\in S}|\langle u_m,w\rangle|^2 .
\]

A `Finset ι` is a finite set of labels, here the retained modes. The definition uses only \(w\) and the retained modes, so \(R\) can be evaluated in practice.

## Solving the screened equation mode by mode

```lean
/-- The operator multiplies the coefficient of each mode by its eigenvalue. -/
theorem inner_spectralOp (u : OrthonormalBasis ι ℂ E) (d : ι → ℝ) (x : E) (k : ι) :
    ⟪u k, spectralOp u d x⟫_ℂ = (d k : ℂ) * ⟪u k, x⟫_ℂ := by
  classical
  simp only [spectralOp, inner_sum, inner_smul_right, orthonormal_iff_ite.mp u.orthonormal,
    mul_ite, mul_one, mul_zero, Finset.sum_ite_eq, Finset.mem_univ, if_true]
```

In a Lean theorem, the data and hypotheses stand before the first colon outside brackets, the claim follows it, and the proof comes after `:=`. The claim here is \(\langle u_k,\varepsilon x\rangle=d_k\langle u_k,x\rangle\). By hand, orthonormality removes all terms but one:

\[
\langle u_k,\varepsilon x\rangle=\sum_m d_m\langle u_m,x\rangle\langle u_k,u_m\rangle=d_k\langle u_k,x\rangle .
\]

The `simp only` call does the same. It moves the inner product inside the sum, replaces \(\langle u_k,u_m\rangle\) by one or zero, and keeps the surviving term.

```lean
/-- If no eigenvalue vanishes, the equation `spectralOp u d y = w` has exactly one solution `y`,
obtained by dividing each mode coefficient by its eigenvalue. -/
theorem spectralOp_eq_iff (u : OrthonormalBasis ι ℂ E) {d : ι → ℝ} (hd : ∀ m, d m ≠ 0)
    (y w : E) : spectralOp u d y = w ↔ y = spectralOp u (fun m => (d m)⁻¹) w := by
  have hc : ∀ m, (d m : ℂ) ≠ 0 := fun m => Complex.ofReal_ne_zero.mpr (hd m)
  -- vectors with equal mode coefficients are equal
  have key : ∀ a b : E, (∀ k, ⟪u k, a⟫_ℂ = ⟪u k, b⟫_ℂ) → a = b := by
    intro a b h
    calc a = ∑ k, ⟪u k, a⟫_ℂ • u k := (u.sum_repr' a).symm
      _ = ∑ k, ⟪u k, b⟫_ℂ • u k := by simp only [h]
      _ = b := u.sum_repr' b
  constructor
  · rintro rfl
    apply key
    intro k
    rw [inner_spectralOp, inner_spectralOp, Complex.ofReal_inv, inv_mul_cancel_left₀ (hc k)]
  · rintro rfl
    apply key
    intro k
    rw [inner_spectralOp, inner_spectralOp, Complex.ofReal_inv, mul_inv_cancel_left₀ (hc k)]
```

The screened equation is \(\varepsilon y=w\), with \(w\) given and \(y\) unknown. If no \(d_m\) is zero, it holds exactly when

\[
y=\sum_m \frac{\langle u_m,w\rangle}{d_m}\,u_m .
\]

To derive this, take the component of \(\varepsilon y=w\) along \(u_k\). It reads \(d_k\langle u_k,y\rangle=\langle u_k,w\rangle\), and division by \(d_k\) fixes every component of \(y\). Conversely, applying \(\varepsilon\) to the displayed vector multiplies each component by \(d_k\) again and returns \(w\).

The auxiliary statement `key` says that two vectors with equal components are equal, because each is the sum of its components times the basis vectors. The tactic `constructor` splits the equivalence into its two directions. In each of them the factors \(d_k\) and \(d_k^{-1}\) cancel.

```lean
/-- The quadratic form of a spectral operator is the sum of its eigenvalues times the
mode weights. -/
theorem inner_self_spectralOp (u : OrthonormalBasis ι ℂ E) (f : ι → ℝ) (w : E) :
    ⟪w, spectralOp u f w⟫_ℂ = ((∑ m, f m * weight u w m : ℝ) : ℂ) := by
  rw [← u.sum_inner_mul_inner, Complex.ofReal_sum]
  refine Finset.sum_congr rfl fun m _ => ?_
  have h : ⟪w, u m⟫_ℂ * ⟪u m, w⟫_ℂ = (‖⟪u m, w⟫_ℂ‖ : ℂ) ^ 2 := by
    rw [← inner_conj_symm w (u m)]
    exact Complex.conj_mul' _
  rw [inner_spectralOp, weight, Complex.ofReal_mul, Complex.ofReal_pow, ← h]
  ring
```

For any real eigenvalues \(f_m\), the operator \(A\) with modes \(u_m\) satisfies

\[
\langle w,Aw\rangle=\sum_m\langle w,u_m\rangle\langle u_m,Aw\rangle
=\sum_m f_m\langle w,u_m\rangle\langle u_m,w\rangle
=\sum_m f_m|\langle u_m,w\rangle|^2 .
\]

The first step inserts a complete set of modes, the second uses the component formula, and the third uses \(\langle w,u_m\rangle=\overline{\langle u_m,w\rangle}\). The Lean proof takes the same steps, with `h` supplying the last one. The inner product is a complex number, so the right-hand side is a real sum regarded as a complex number. The equation therefore also says that the imaginary part vanishes.

## Bracketing the contribution of the discarded modes

```lean
variable [DecidableEq ι]

/-- The residual weight is the total weight of the discarded modes. -/
theorem residualWeight_eq (u : OrthonormalBasis ι ℂ E) (w : E) (S : Finset ι) :
    residualWeight u w S = ∑ m ∈ Sᶜ, weight u w m := by
  have parseval : ‖w‖ ^ 2 = ∑ m, weight u w m := by
    rw [← u.repr.norm_map w, EuclideanSpace.norm_sq_eq]
    simp only [u.repr_apply_apply, weight]
  have split := Finset.sum_add_sum_compl S (weight u w)
  unfold residualWeight
  linarith
```

The symbol `Sᶜ` denotes the complement of \(S\), the discarded modes. Parseval's identity gives \(\|w\|^2=\sum_m|\langle u_m,w\rangle|^2\). Subtracting the retained weights leaves

\[
R=\sum_{m\notin S}|\langle u_m,w\rangle|^2 .
\]

The proof establishes `parseval`, splits the full sum into its retained and discarded parts in `split`, and leaves the subtraction to `linarith`, a tactic for linear arithmetic.

```lean
/-- The discarded part of the inverse sum lies between the residual weight divided by the upper and
by the positive lower bound on the discarded eigenvalues. -/
theorem discarded_sum_bounds (u : OrthonormalBasis ι ℂ E) (w : E) {d : ι → ℝ} {S : Finset ι}
    {p q : ℝ} (hp : 0 < p) (hd : ∀ m, m ∉ S → p ≤ d m ∧ d m ≤ q) :
    residualWeight u w S / q ≤ ∑ m ∈ Sᶜ, weight u w m / d m ∧
      ∑ m ∈ Sᶜ, weight u w m / d m ≤ residualWeight u w S / p := by
  have hw : ∀ m, 0 ≤ weight u w m := fun m => sq_nonneg _
  rw [residualWeight_eq, Finset.sum_div, Finset.sum_div]
  constructor
  · refine Finset.sum_le_sum fun m hm => ?_
    obtain ⟨h1, h2⟩ := hd m (Finset.mem_compl.mp hm)
    exact div_le_div_of_nonneg_left (hw m) (hp.trans_le h1) h2
  · refine Finset.sum_le_sum fun m hm => ?_
    exact div_le_div_of_nonneg_left (hw m) hp (hd m (Finset.mem_compl.mp hm)).1
```

The hypothesis `hd` says that \(p\le d_m\le q\) for every mode outside \(S\), and `hp` says that \(p>0\). Physically, these limits state how weakly and how strongly the discarded modes can be screened. For the symmetrised static operator in the random phase approximation, \(p=1\) is available, since its eigenvalues are at least one. If the retained modes are those with the largest eigenvalues, the smallest retained eigenvalue can serve as \(q\).

For each discarded mode, \(1/q\le 1/d_m\le 1/p\). Multiplying by the non-negative weight and summing gives

\[
\frac{R}{q}\le\sum_{m\notin S}\frac{|\langle u_m,w\rangle|^2}{d_m}\le\frac{R}{p}.
\]

In Lean, `residualWeight_eq` turns \(R\) into a sum over discarded modes and `Finset.sum_div` takes the division inside. `Finset.sum_le_sum` then reduces each inequality to a comparison of single terms. If every mode is retained, \(R\) and the discarded sum are both zero, and the statement holds even for \(q=0\) because Lean sets \(0/0=0\).

## The full sum and its physical meaning

```lean
/-- If the retained eigenvalues are positive and the discarded ones lie between `p > 0` and `q`, the
equation `spectralOp u d y = w` has exactly one solution `z`; its overlap with the source `w` is the
full inverse sum, which lies between the retained part plus `R / q` and the retained part plus `R /
p`, where `R` is the residual weight. -/
theorem screened_overlap_bounds (u : OrthonormalBasis ι ℂ E) (w : E) {d : ι → ℝ}
    {S : Finset ι} {p q : ℝ} (hS : ∀ m ∈ S, 0 < d m) (hp : 0 < p)
    (hd : ∀ m, m ∉ S → p ≤ d m ∧ d m ≤ q) :
    ∃ z : E, (∀ y, spectralOp u d y = w ↔ y = z) ∧
      ⟪w, z⟫_ℂ = ((∑ m, weight u w m / d m : ℝ) : ℂ) ∧
      ∑ m ∈ S, weight u w m / d m + residualWeight u w S / q ≤ ∑ m, weight u w m / d m ∧
      ∑ m, weight u w m / d m ≤ ∑ m ∈ S, weight u w m / d m + residualWeight u w S / p := by
  have hne : ∀ m, d m ≠ 0 := by
    intro m
    by_cases hm : m ∈ S
    · exact (hS m hm).ne'
    · exact (hp.trans_le (hd m hm).1).ne'
  -- split the full sum into retained and discarded modes
  have split := Finset.sum_add_sum_compl S (fun m => weight u w m / d m)
  obtain ⟨lo, hi⟩ := discarded_sum_bounds u w hp hd
  refine ⟨spectralOp u (fun m => (d m)⁻¹) w, fun y => spectralOp_eq_iff u hne y w, ?_, ?_, ?_⟩
  · rw [inner_self_spectralOp]
    congr 1
    refine Finset.sum_congr rfl fun m _ => ?_
    rw [div_eq_mul_inv, mul_comm]
  · linarith
  · linarith
```

Under the added hypothesis \(d_m>0\) for \(m\in S\), the theorem provides a vector \(z\) with the following properties:

- The equation \(\varepsilon y=w\) holds exactly when \(y=z\), so \(z\) is its only solution.
- The overlap is \(\langle w,z\rangle=\sum_m|\langle u_m,w\rangle|^2/d_m\).
- This sum satisfies

\[
\sum_{m\in S}\frac{|\langle u_m,w\rangle|^2}{d_m}+\frac{R}{q}
\;\le\;\sum_m\frac{|\langle u_m,w\rangle|^2}{d_m}
\;\le\;\sum_{m\in S}\frac{|\langle u_m,w\rangle|^2}{d_m}+\frac{R}{p}.
\]

Positivity on \(S\) means that each retained mode makes a finite, non-negative contribution to the sum. The proof uses it only to know that these eigenvalues are non-zero; outside \(S\), the same follows from \(d_m\ge p>0\).

By hand, \(z\) is the vector found by dividing components. Its overlap with \(w\) is the quadratic form above with \(f_m=1/d_m\). Adding the retained sum to each side of the bounds on the discarded sum gives the last property. The `refine` line supplies \(z\) and the proof of uniqueness, and leaves three goals. The first is the overlap formula, and each of the other two is closed by `linarith` from `split` and the discarded bounds `lo` and `hi`.

The theorem concerns one number, the overlap of the solution with its own source. It does not bound the error in the vector \(z\), and it says nothing about how fast a self-consistent iteration converges. The retained modes and eigenvalues are taken to be exact.

## When a bound is attained

```lean
/-- The lower (upper) bound on the discarded sum is attained exactly when every discarded mode
present in `w` has eigenvalue `q` (respectively `p`). -/
theorem discarded_sum_eq_iff (u : OrthonormalBasis ι ℂ E) (w : E) {d : ι → ℝ} {S : Finset ι}
    {p q : ℝ} (hp : 0 < p) (hd : ∀ m, m ∉ S → p ≤ d m ∧ d m ≤ q) :
    (∑ m ∈ Sᶜ, weight u w m / d m = residualWeight u w S / q ↔
      ∀ m, m ∉ S → ⟪u m, w⟫_ℂ = 0 ∨ d m = q) ∧
    (∑ m ∈ Sᶜ, weight u w m / d m = residualWeight u w S / p ↔
      ∀ m, m ∉ S → ⟪u m, w⟫_ℂ = 0 ∨ d m = p) := by
  have hw : ∀ m, 0 ≤ weight u w m := fun m => sq_nonneg _
  have term : ∀ (m : ι) (a b : ℝ), 0 < a → 0 < b →
      (weight u w m / a = weight u w m / b ↔ ⟪u m, w⟫_ℂ = 0 ∨ b = a) := by
    intro m a b ha hb
    rw [div_eq_div_iff ha.ne' hb.ne', mul_eq_mul_left_iff, or_comm]
    simp [weight]
  have pos : ∀ m, m ∉ S → 0 < d m := fun m hm => hp.trans_le (hd m hm).1
  have lo : ∀ m ∈ Sᶜ, weight u w m / q ≤ weight u w m / d m := fun m hm =>
    div_le_div_of_nonneg_left (hw m) (pos m (Finset.mem_compl.mp hm))
      (hd m (Finset.mem_compl.mp hm)).2
  have hi : ∀ m ∈ Sᶜ, weight u w m / d m ≤ weight u w m / p := fun m hm =>
    div_le_div_of_nonneg_left (hw m) hp (hd m (Finset.mem_compl.mp hm)).1
  -- ordered sums agree only if they agree term by term
  rw [residualWeight_eq, Finset.sum_div, Finset.sum_div]
  refine ⟨eq_comm.trans ((Finset.sum_eq_sum_iff_of_le lo).trans ?_),
    (Finset.sum_eq_sum_iff_of_le hi).trans ?_⟩
  · have e : ∀ m, m ∉ S → (weight u w m / q = weight u w m / d m ↔
        ⟪u m, w⟫_ℂ = 0 ∨ d m = q) := fun m hm =>
      term m q (d m) ((pos m hm).trans_le (hd m hm).2) (pos m hm)
    exact ⟨fun h m hm => (e m hm).1 (h m (Finset.mem_compl.mpr hm)),
      fun h m hm => (e m (Finset.mem_compl.mp hm)).2 (h m (Finset.mem_compl.mp hm))⟩
  · have e : ∀ m, m ∉ S → (weight u w m / d m = weight u w m / p ↔
        ⟪u m, w⟫_ℂ = 0 ∨ d m = p) := fun m hm =>
      eq_comm.trans (term m p (d m) hp (pos m hm))
    exact ⟨fun h m hm => (e m hm).1 (h m (Finset.mem_compl.mpr hm)),
      fun h m hm => (e m (Finset.mem_compl.mp hm)).2 (h m (Finset.mem_compl.mp hm))⟩
```

The discarded sum equals \(R/q\) exactly when each discarded mode either is absent from \(w\), meaning \(\langle u_m,w\rangle=0\), or has \(d_m=q\). It equals \(R/p\) under the same condition with \(p\) in place of \(q\).

To see this for the lower bound, write the difference as

\[
\sum_{m\notin S}|\langle u_m,w\rangle|^2\left(\frac1{d_m}-\frac1q\right)=0 .
\]

Every term is non-negative, so the sum vanishes only if each term does. A term vanishes when its weight is zero or when \(d_m=q\). The upper bound works in the same way with \(1/p-1/d_m\).

In the proof, `term` handles a single mode by cross-multiplication. The inequalities `lo` and `hi` order the terms, and `Finset.sum_eq_sum_iff_of_le` says that two sums ordered term by term are equal only if all their terms agree. The remaining lines translate between membership in `Sᶜ` and non-membership in \(S\).

## A midpoint estimate with an error bar

```lean
/-- Replacing the discarded sum by the midpoint of its two bounds makes an error of at most
half the distance between them. -/
theorem midpoint_estimate (u : OrthonormalBasis ι ℂ E) (w : E) {d : ι → ℝ} {S : Finset ι}
    {p q : ℝ} (hp : 0 < p) (hd : ∀ m, m ∉ S → p ≤ d m ∧ d m ≤ q) :
    |∑ m ∈ Sᶜ, weight u w m / d m - residualWeight u w S * (1 / p + 1 / q) / 2| ≤
      residualWeight u w S * (1 / p - 1 / q) / 2 := by
  obtain ⟨lo, hi⟩ := discarded_sum_bounds u w hp hd
  rw [div_eq_mul_one_div] at lo
  rw [div_eq_mul_one_div (residualWeight u w S) p] at hi
  rw [abs_le]
  constructor <;> linarith

end

end TruncatedDielectricInverse
```

If a single value is wanted for the discarded sum, the midpoint of its two bounds satisfies

\[
\left|\sum_{m\notin S}\frac{|\langle u_m,w\rangle|^2}{d_m}-\frac R2\left(\frac1p+\frac1q\right)\right|
\le\frac R2\left(\frac1p-\frac1q\right).
\]

A number in an interval is never further from the midpoint than half the interval's length, and here the interval runs from \(R/q\) to \(R/p\). The Lean proof writes these endpoints as \(R\cdot(1/q)\) and \(R\cdot(1/p)\). It then uses `abs_le` to replace the absolute value by two inequalities, which `linarith` proves.

For fixed limits \(p<q\), the error bar shrinks when the retained modes capture more of \(w\), which lowers \(R\). For fixed \(R>0\), it shrinks when the lower limit \(p\) can be raised or the upper limit \(q\) can be lowered.

```lean
#print axioms TruncatedDielectricInverse.screened_overlap_bounds
#print axioms TruncatedDielectricInverse.discarded_sum_eq_iff
#print axioms TruncatedDielectricInverse.midpoint_estimate
```

```
'TruncatedDielectricInverse.screened_overlap_bounds' depends on axioms: [propext, Classical.choice, Quot.sound]
'TruncatedDielectricInverse.discarded_sum_eq_iff' depends on axioms: [propext, Classical.choice, Quot.sound]
'TruncatedDielectricInverse.midpoint_estimate' depends on axioms: [propext, Classical.choice, Quot.sound]
```
